# At equilibrium, a bond energy W0 + W1/R + W2/R² satisfies r E''' = −6E'' and r² E'''' = 36E''

## Does the harmonic force constant fix the anharmonic ones?

Let R > 0 be the internuclear distance of a diatomic molecule and let

E(R) = W0 + W1/R + W2/R²

be its energy, with real constants W0, W1 and W2 that do not depend on R. Primes are derivatives with respect to R, and by force constants I mean the plain derivatives E'', E''', E'''', without Taylor factors 1/n!. Suppose W2 > 0 and E'(r) = 0 at some r > 0. The Parr-Borkman relations then say

E''(r) = 2W2/r⁴,
r E'''(r) = −6E''(r),
r² E''''(r) = 36E''(r).

I can differentiate four times and believe it, but I would like to see the argument made rigorous and machine-checked, including where W2 > 0 is really used.

## One equilibrium condition removes W1 from every derivative

The relations hold, and they need only r > 0 and E'(r) = 0. The condition W2 > 0 is what makes r a strict minimum.

In the model's physical reading, W1/R is a Coulomb interaction and W2/R² is the kinetic energy of bonding electrons confined to a length proportional to R. The condition W2 > 0 says that confinement costs energy.

The first derivative is

E'(R) = −W1/R² − 2W2/R³.

Take an exact nonrelativistic electronic state of a diatomic with clamped nuclei and Coulomb interactions, and let E include the nuclear repulsion, with its zero at all particles at rest infinitely far apart. The virial theorem then gives the electronic kinetic energy as −E − RE' and the total potential energy as 2E + RE'. Since RE' = −W1/R − 2W2/R², these are

−E − RE' = −W0 + W2/R²,
2E + RE' = 2W0 + W1/R.

For the higher derivatives, the claim for n = 0, 1, 2, … is

E⁽ⁿ⁺¹⁾(R) = (−1)ⁿ⁺¹ (n+1)! [W1/Rⁿ⁺² + (n+2)W2/Rⁿ⁺³].

At n = 0 this is E'. Differentiating the bracket gives

−(n+2) [W1/Rⁿ⁺³ + (n+3)W2/Rⁿ⁺⁴],

and the factor −(n+2) supplies the next sign and the next factorial.

Multiplying E'(r) = 0 by −r³ gives W1 r = −2W2. With W1 = −2W2/r, the bracket in the derivative of order n+2 becomes (−2 + n + 3)W2/rⁿ⁺⁴, so

E⁽ⁿ⁺²⁾(r) = (−1)ⁿ (n+2)! (n+1) W2/rⁿ⁺⁴.

For n = 0, 1, 2 the values are 2W2/r⁴, −12W2/r⁵ and 72W2/r⁶, which are the three relations. The n = 0 case says W2 = r⁴E''(r)/2, and substituting this gives the whole hierarchy:

rⁿ E⁽ⁿ⁺²⁾(r) = (−1)ⁿ (n+2)! (n+1)/2 · E''(r).

The same substitution completes a square:

E(R) − E(r) = W2 (1/R − 1/r)².

For W2 > 0 this is positive whenever R ≠ r. As R → ∞ it tends to W2/r² = r²E''(r)/2. Finally, W1 r = −2W2 with W2 > 0 has a positive solution exactly when W1 < 0, namely r = −2W2/W1.

## The relations as Lean theorems

`bondEnergy W0 W1 W2` is E as a function on all of ℝ, but every pointwise theorem about the energy takes a positive or nonzero distance, so its value at R = 0 plays no part. The equilibrium hypothesis is `deriv (bondEnergy W0 W1 W2) r = 0`, and `iteratedDeriv k` is the k-th derivative.

The theorem `parr_borkman` assumes `0 < r` and equilibrium, and concludes the three relations together. `forceConstant_eq` extends the first to every order, and `forceConstant_hierarchy` does the same for the other two. The hypothesis `0 < W2` enters only in `equilibrium_strict_min` and `exists_equilibrium_iff`; the latter shows that your assumptions are met for every W1 < 0.

The form of E with constant W0, W1 and W2 is assumed, not derived from a Schrödinger equation. Likewise, `virial_partition` proves the two algebraic identities, while their reading as kinetic and potential energy comes from the virial theorem. `dissociation_limit` concerns the model curve, whose constants, if fitted near r, need not describe separated atoms.

```lean
import Mathlib

open Filter Topology

namespace ParrBorkman

noncomputable section

/-- The bond energy `W0 + W1/R + W2/R²` of a diatomic molecule at internuclear distance `R`. -/
def bondEnergy (W0 W1 W2 R : ℝ) : ℝ := W0 + W1 / R + W2 / R ^ 2

/-- The derivative of an inverse power `c / R^(m+1)` of the distance. -/
lemma hasDerivAt_div_pow (c : ℝ) (m : ℕ) {R : ℝ} (hR : R ≠ 0) :
    HasDerivAt (fun x : ℝ => c / x ^ (m + 1)) (-(((m : ℝ) + 1) * c) / R ^ (m + 2)) R := by
  have h := (hasDerivAt_const R c).fun_div (hasDerivAt_pow (m + 1) R) (pow_ne_zero _ hR)
  refine h.congr_deriv ?_
  rw [div_eq_div_iff (pow_ne_zero _ (pow_ne_zero _ hR)) (pow_ne_zero _ hR),
    Nat.add_sub_cancel]
  push_cast
  ring

/-- The slope of the bond energy at a nonzero distance. -/
theorem hasDerivAt_bondEnergy (W0 W1 W2 : ℝ) {R : ℝ} (hR : R ≠ 0) :
    HasDerivAt (bondEnergy W0 W1 W2) (-W1 / R ^ 2 - 2 * W2 / R ^ 3) R := by
  have h := ((hasDerivAt_div_pow W1 0 hR).fun_add (hasDerivAt_div_pow W2 1 hR)).const_add W0
  have e : bondEnergy W0 W1 W2 =
      fun x : ℝ => W0 + (W1 / x ^ (0 + 1) + W2 / x ^ (1 + 1)) := by
    funext x
    unfold bondEnergy
    ring
  rw [e]
  refine h.congr_deriv ?_
  push_cast
  ring

/-- At a positive distance the combination `-E - R E'` equals `-W0 + W2/R²`, and the combination `2E
+ R E'` equals `2 W0 + W1/R`. -/
theorem virial_partition (W0 W1 W2 : ℝ) {R : ℝ} (hR : 0 < R) :
    -bondEnergy W0 W1 W2 R - R * deriv (bondEnergy W0 W1 W2) R = -W0 + W2 / R ^ 2 ∧
    2 * bondEnergy W0 W1 W2 R + R * deriv (bondEnergy W0 W1 W2) R = 2 * W0 + W1 / R := by
  have hR' : R ≠ 0 := hR.ne'
  have h : R * deriv (bondEnergy W0 W1 W2) R = -W1 / R - 2 * W2 / R ^ 2 := by
    rw [(hasDerivAt_bondEnergy W0 W1 W2 hR').deriv]
    field_simp
  rw [h]
  unfold bondEnergy
  constructor <;> ring

/-- All derivatives of the bond energy, of order one and higher, at a nonzero distance. -/
theorem iteratedDeriv_bondEnergy (W0 W1 W2 : ℝ) (n : ℕ) {R : ℝ} (hR : R ≠ 0) :
    iteratedDeriv (n + 1) (bondEnergy W0 W1 W2) R =
      (-1 : ℝ) ^ (n + 1) * (Nat.factorial (n + 1) : ℝ) *
        (W1 / R ^ (n + 2) + ((n : ℝ) + 2) * W2 / R ^ (n + 3)) := by
  induction n generalizing R with
  | zero =>
    rw [iteratedDeriv_succ, iteratedDeriv_zero, (hasDerivAt_bondEnergy W0 W1 W2 hR).deriv,
      Nat.factorial_succ, Nat.factorial_zero]
    push_cast
    ring
  | succ n ih =>
    -- the formula of order n + 1 holds near R, so it may be differentiated once more
    have h : iteratedDeriv (n + 1) (bondEnergy W0 W1 W2) =ᶠ[𝓝 R] fun x : ℝ =>
        (-1 : ℝ) ^ (n + 1) * (Nat.factorial (n + 1) : ℝ) *
          (W1 / x ^ (n + 2) + ((n : ℝ) + 2) * W2 / x ^ (n + 3)) := by
      filter_upwards [isOpen_ne.mem_nhds hR] with x hx
      exact ih hx
    have h3 := ((hasDerivAt_div_pow W1 (n + 1) hR).fun_add
      (hasDerivAt_div_pow (((n : ℝ) + 2) * W2) (n + 2) hR)).const_mul
        ((-1 : ℝ) ^ (n + 1) * (Nat.factorial (n + 1) : ℝ))
    rw [iteratedDeriv_succ, h.deriv_eq]
    refine (h3.congr_deriv ?_).deriv
    rw [Nat.factorial_succ (n + 1)]
    push_cast
    ring

/-- The force vanishes at distance `r` exactly when `W1 r = -2 W2`. -/
theorem equilibrium_iff (W0 W1 W2 : ℝ) {r : ℝ} (hr : 0 < r) :
    deriv (bondEnergy W0 W1 W2) r = 0 ↔ W1 * r = -2 * W2 := by
  have hr' : r ≠ 0 := hr.ne'
  have e : -W1 / r ^ 2 - 2 * W2 / r ^ 3 = (-(W1 * r) - 2 * W2) / r ^ 3 := by
    field_simp
  rw [(hasDerivAt_bondEnergy W0 W1 W2 hr').deriv, e, div_eq_zero_iff]
  constructor
  · rintro (h | h)
    · linarith
    · exact absurd h (pow_ne_zero 3 hr')
  · intro h
    left
    linarith

/-- At equilibrium every force constant is fixed by `W2` and the bond length. -/
theorem forceConstant_eq {W0 W1 W2 r : ℝ} (hr : 0 < r)
    (heq : deriv (bondEnergy W0 W1 W2) r = 0) (n : ℕ) :
    iteratedDeriv (n + 2) (bondEnergy W0 W1 W2) r =
      (-1 : ℝ) ^ n * (Nat.factorial (n + 2) : ℝ) * ((n : ℝ) + 1) * W2 / r ^ (n + 4) := by
  have hW : W1 = -2 * W2 / r := by
    rw [eq_div_iff hr.ne']
    exact (equilibrium_iff W0 W1 W2 hr).1 heq
  refine (iteratedDeriv_bondEnergy W0 W1 W2 (n + 1) hr.ne').trans ?_
  have hf : Nat.factorial (n + 1 + 1) = Nat.factorial (n + 2) := rfl
  rw [hf, hW]
  push_cast
  ring

/-- At equilibrium each higher force constant, scaled by a power of the bond length, is a
universal multiple of the harmonic one. -/
theorem forceConstant_hierarchy {W0 W1 W2 r : ℝ} (hr : 0 < r)
    (heq : deriv (bondEnergy W0 W1 W2) r = 0) (n : ℕ) :
    r ^ n * iteratedDeriv (n + 2) (bondEnergy W0 W1 W2) r =
      (-1 : ℝ) ^ n * (Nat.factorial (n + 2) : ℝ) * ((n : ℝ) + 1) / 2 *
        iteratedDeriv 2 (bondEnergy W0 W1 W2) r := by
  have h0 : iteratedDeriv 2 (bondEnergy W0 W1 W2) r = 2 * W2 / r ^ 4 :=
    (forceConstant_eq hr heq 0).trans (by norm_num [Nat.factorial])
  have hr' : r ≠ 0 := hr.ne'
  rw [forceConstant_eq hr heq n, h0, pow_add r n 4]
  field_simp

/-- The Parr-Borkman relations: at the equilibrium bond length `r` the harmonic force constant is `2
W2 / r⁴`, and together with `r` it fixes the cubic and quartic ones. -/
theorem parr_borkman {W0 W1 W2 r : ℝ} (hr : 0 < r)
    (heq : deriv (bondEnergy W0 W1 W2) r = 0) :
    iteratedDeriv 2 (bondEnergy W0 W1 W2) r = 2 * W2 / r ^ 4 ∧
    r * iteratedDeriv 3 (bondEnergy W0 W1 W2) r =
      -6 * iteratedDeriv 2 (bondEnergy W0 W1 W2) r ∧
    r ^ 2 * iteratedDeriv 4 (bondEnergy W0 W1 W2) r =
      36 * iteratedDeriv 2 (bondEnergy W0 W1 W2) r := by
  have h1 := forceConstant_hierarchy hr heq 1
  have h2 := forceConstant_hierarchy hr heq 2
  have f3 : (Nat.factorial (1 + 2) : ℝ) = 6 := by norm_num [Nat.factorial]
  have f4 : (Nat.factorial (2 + 2) : ℝ) = 24 := by norm_num [Nat.factorial]
  rw [f3] at h1
  rw [f4] at h2
  push_cast at h1 h2
  refine ⟨(forceConstant_eq hr heq 0).trans (by norm_num [Nat.factorial]), ?_, ?_⟩
  · linarith
  · linarith

/-- For `W2 > 0` the equilibrium energy lies strictly below the energy at any other distance. -/
theorem equilibrium_strict_min {W0 W1 W2 r R : ℝ} (hW2 : 0 < W2) (hr : 0 < r) (hR : 0 < R)
    (heq : deriv (bondEnergy W0 W1 W2) r = 0) (hne : R ≠ r) :
    bondEnergy W0 W1 W2 r < bondEnergy W0 W1 W2 R := by
  have hW : W1 = -2 * W2 / r := by
    rw [eq_div_iff hr.ne']
    exact (equilibrium_iff W0 W1 W2 hr).1 heq
  -- complete the square in the variable 1/R
  have hsq : bondEnergy W0 W1 W2 R =
      bondEnergy W0 W1 W2 r + W2 * (1 / R - 1 / r) ^ 2 := by
    unfold bondEnergy
    rw [hW]
    ring
  have hd : 1 / R - 1 / r ≠ 0 := by
    intro h
    have h' := sub_eq_zero.1 h
    rw [div_eq_div_iff hR.ne' hr.ne'] at h'
    exact hne (by linarith)
  have hpos : 0 < W2 * (1 / R - 1 / r) ^ 2 := by positivity
  linarith

/-- As the atoms separate, the energy tends to a limit that differs from the equilibrium energy
by half the harmonic force constant times the squared bond length. -/
theorem dissociation_limit {W0 W1 W2 r : ℝ} (hr : 0 < r)
    (heq : deriv (bondEnergy W0 W1 W2) r = 0) :
    Tendsto (bondEnergy W0 W1 W2) atTop
      (𝓝 (bondEnergy W0 W1 W2 r +
        r ^ 2 * iteratedDeriv 2 (bondEnergy W0 W1 W2) r / 2)) := by
  have hr' : r ≠ 0 := hr.ne'
  have hW : W1 = -2 * W2 / r := by
    rw [eq_div_iff hr']
    exact (equilibrium_iff W0 W1 W2 hr).1 heq
  have hlim : bondEnergy W0 W1 W2 r +
      r ^ 2 * iteratedDeriv 2 (bondEnergy W0 W1 W2) r / 2 = W0 + 0 + 0 := by
    have h2 : r ^ 2 * (2 * W2 / r ^ 4) / 2 = W2 / r ^ 2 := by
      field_simp
    rw [(parr_borkman hr heq).1, h2]
    unfold bondEnergy
    rw [hW]
    ring
  rw [hlim]
  have t1 : Tendsto (fun R : ℝ => W1 / R) atTop (𝓝 0) :=
    tendsto_const_nhds.div_atTop tendsto_id
  have t2 : Tendsto (fun R : ℝ => W2 / R ^ 2) atTop (𝓝 0) :=
    tendsto_const_nhds.div_atTop (tendsto_pow_atTop two_ne_zero)
  exact (tendsto_const_nhds.add t1).add t2

/-- For `W2 > 0` an equilibrium bond length exists exactly when `W1` is negative. -/
theorem exists_equilibrium_iff (W0 W1 : ℝ) {W2 : ℝ} (hW2 : 0 < W2) :
    (∃ r : ℝ, 0 < r ∧ deriv (bondEnergy W0 W1 W2) r = 0) ↔ W1 < 0 := by
  constructor
  · rintro ⟨r, hr, h⟩
    have h' := (equilibrium_iff W0 W1 W2 hr).1 h
    by_contra hn
    have := mul_nonneg (not_lt.1 hn) hr.le
    linarith
  · intro h
    have hr : 0 < -2 * W2 / W1 := div_pos_of_neg_of_neg (by linarith) h
    exact ⟨-2 * W2 / W1, hr,
      (equilibrium_iff W0 W1 W2 hr).2 (mul_div_cancel₀ _ h.ne)⟩

end

end ParrBorkman
```

```lean
#print axioms ParrBorkman.iteratedDeriv_bondEnergy
#print axioms ParrBorkman.equilibrium_strict_min
#print axioms ParrBorkman.dissociation_limit
#print axioms ParrBorkman.exists_equilibrium_iff
```

```
'ParrBorkman.iteratedDeriv_bondEnergy' depends on axioms: [propext, Classical.choice, Quot.sound]
'ParrBorkman.equilibrium_strict_min' depends on axioms: [propext, Classical.choice, Quot.sound]
'ParrBorkman.dissociation_limit' depends on axioms: [propext, Classical.choice, Quot.sound]
'ParrBorkman.exists_equilibrium_iff' depends on axioms: [propext, Classical.choice, Quot.sound]
```

## How the proof follows the calculation

`hasDerivAt_div_pow` differentiates c/Rᵐ⁺¹ by the quotient rule, and `hasDerivAt_bondEnergy` adds the two inverse powers. `virial_partition` inserts the resulting slope.

`iteratedDeriv_bondEnergy` is the induction on n. Knowing the derivative of order n+1 at the single point R would not allow another differentiation. The induction hypothesis is therefore kept for all nonzero distances, and `filter_upwards` turns it into an equality on a neighbourhood of R. `h.deriv_eq` then lets the explicit formula be differentiated in place of the iterated derivative.

`equilibrium_iff` puts the slope over r³ and reads off W1 r = −2W2. `forceConstant_eq` substitutes this into the general derivative, `forceConstant_hierarchy` writes both sides in terms of W2 and clears the powers of r, and `parr_borkman` takes orders 2, 3 and 4, with 3! = 6 and 4! = 24 evaluated explicitly.

In `equilibrium_strict_min`, `hsq` is the completed square and `hd` shows that 1/R ≠ 1/r. `dissociation_limit` identifies the stated limit with W0 and lets both inverse powers tend to zero. `exists_equilibrium_iff` uses the sign of W1 r in one direction and the explicit r = −2W2/W1 in the other.

## Away from equilibrium, with negative W2, and with other powers

Without E'(r) = 0 the relations fail even for W2 > 0. Take E(R) = 1/R² at R = 1: then E'' = 6 instead of 2W2 = 2, and E''' = −24 instead of −6E'' = −36.

Without W2 > 0 the relations survive but the strict minimum does not. If W2 = 0, equilibrium forces W1 = 0 and E is constant. For E(R) = 2/R − 1/R², a mathematical example outside the model's physical reading, the slope vanishes at r = 1, where E'' = −2 and the energy is a maximum.

The same elimination, done by hand and not part of the file, applies to E(R) = W0 + A/Rᵖ + B/R^q with positive integers p ≠ q. At equilibrium it gives

r E'''(r) = −(p+q+3) E''(r),

which is −6E''(r) for p = 1, q = 2 and −21E''(r) for the Lennard-Jones powers 6 and 12.

For electronic-structure work, the relations turn a bond length and a harmonic force constant into estimates of the cubic and quartic ones, to the extent that W0, W1 and W2 can be treated as constant near r.
